# Mean excess cost and prediction variance for a quadratic-cost ensemble with covariance $TH^{-1}$

## Cost, noise and temperature

A model has $n$ real parameters, collected in a vector $a$. Its cost is quadratic about the best fit $a_0$:

$$C(a)=C_0+\tfrac12(a-a_0)^{\mathsf T}H(a-a_0).$$

Here $C_0$ is the cost at the best fit and $H$ is the Hessian, a symmetric positive definite $n\times n$ matrix. The factor $\tfrac12$ belongs to the convention: $H$ is the full matrix of second derivatives.

An ensemble member is $a=a_0+Lz$, where $L$ is an $n\times m$ matrix and $z$ is a random vector with $m$ components. Writing $\mathbb E$ for the mean over the ensemble, we require

$$\mathbb E[z_i]=0,\qquad \mathbb E[z_iz_j]=\delta_{ij},\qquad \mathbb E[z_i^2]<\infty .$$

The noise need not be Gaussian. The matrix $L$ is chosen so that $LL^{\mathsf T}=TH^{-1}$, which lets parameters vary widely where the cost is flat and little where it is steep. The number $T$ has the units of the cost and sets the overall spread. It is called a temperature because a Boltzmann weight $e^{-C(a)/T}$ with $T>0$ has this covariance; it is not the temperature of a physical system.

## Excess cost and error bars

For every fixed vector $x$,

$$\mathbb E[C(a)-C_0]=\frac{nT}{2},\qquad \operatorname{Var}(x^{\mathsf T}a)=T\,x^{\mathsf T}H^{-1}x .$$

The first formula has the form of equipartition, with $T/2$ for each parameter. The square root of the second is the error bar of a prediction that is linear in the parameters. In electronic structure, this applies to an exchange-correlation energy evaluated at a fixed density with a functional linear in its coefficients, provided that the fitting cost is quadratic.

For a cost with $C_0\ge0$, such as a sum of squares, the choice $T=2C_0/n$ makes the mean excess cost equal to $C_0$. The residual misfit of the best model then sets the scale on which the parameters are allowed to vary.

## Two averages from one trace identity

Let $A$ be any $m\times m$ matrix. Each product $z_iz_j$ is integrable, since $|z_iz_j|\le\tfrac12(z_i^2+z_j^2)$. Hence

$$\mathbb E[z^{\mathsf T}Az]=\sum_{i,j}A_{ij}\,\mathbb E[z_iz_j]=\sum_iA_{ii}=\operatorname{tr}A .$$

For the cost, insert $a-a_0=Lz$:

$$C(a)-C_0=\tfrac12(Lz)^{\mathsf T}H(Lz)=\tfrac12z^{\mathsf T}(L^{\mathsf T}HL)z .$$

The trace identity and cyclicity give

$$\mathbb E[C(a)-C_0]=\tfrac12\operatorname{tr}(L^{\mathsf T}HL)=\tfrac12\operatorname{tr}(LL^{\mathsf T}H)=\tfrac12\operatorname{tr}(TH^{-1}H)=\frac{nT}{2}.$$

For a prediction, put $w=L^{\mathsf T}x$. Then $x^{\mathsf T}a=x^{\mathsf T}a_0+w^{\mathsf T}z$, whose mean is $x^{\mathsf T}a_0$. Its squared fluctuation is a quadratic form with the rank-one matrix $ww^{\mathsf T}$:

$$\operatorname{Var}(x^{\mathsf T}a)=\mathbb E[z^{\mathsf T}ww^{\mathsf T}z]=\operatorname{tr}(ww^{\mathsf T})=w^{\mathsf T}w=x^{\mathsf T}LL^{\mathsf T}x=T\,x^{\mathsf T}H^{-1}x .$$

## Variances determine the covariance

Conversely, suppose that the variance formula holds for every $x$. Set $A=LL^{\mathsf T}$, $B=H^{-1}$ and $q(x)=x^{\mathsf T}Ax=T\,x^{\mathsf T}Bx$. With $e_i$ the unit vector along $i$, symmetry of $A$ gives

$$A_{ij}=\tfrac12\left[q(e_i+e_j)-q(e_i)-q(e_j)\right].$$

The same combination equals $TB_{ij}$, because $B$ is symmetric too. Thus $LL^{\mathsf T}=TH^{-1}$: given white noise, the condition on $L$ is equivalent to the full set of linear error bars.

## Drawing members with a Cholesky factor

In a program, with $T\ge0$, one can factor $H=R^{\mathsf T}R$ with $R$ upper triangular, draw $z$ with $n$ independent standard normal components, solve $Ru=z$, and set $a=a_0+\sqrt T\,u$. This is $L=\sqrt T\,R^{-1}$, and indeed $LL^{\mathsf T}=T(R^{\mathsf T}R)^{-1}=TH^{-1}$. No inverse matrix needs to be formed.

For this choice the excess cost of each draw is $\tfrac12Tu^{\mathsf T}R^{\mathsf T}Ru=\tfrac12T|z|^2$, which gives an exact check on every sample. The excess should be evaluated from the cost function itself, not from $R$: for $T>0$ and $z\ne0$ the check then also detects a wrong factor of two in the Hessian used for the draw. If the cost is a sum of squared residuals without the prefactor $\tfrac12$, and the residuals are linear with Jacobian $J$, then $H=2J^{\mathsf T}J$; using $J^{\mathsf T}J$ to draw the members doubles the excess cost.

## The ensemble in Lean's terms

In the file, `m` and `n` are finite index types, and the number of parameters is `Fintype.card n`. The noise is a function `z : Ω → m → ℝ` on a space with probability measure `μ`. The structure `IsWhite` records square integrability, zero mean and identity covariance. "White" refers to the components of one draw; there is no time series.

The definitions `cost` and `member` are the two formulas for $C(a)$ and $a_0+Lz$. The symbols `⬝ᵥ` and `*ᵥ` denote the dot product and a matrix acting on a vector. `H.PosDef` includes symmetry, and `variance` is Mathlib's variance.

The main theorem, `ensemble_statistics`, assumes white noise, a positive definite `H` and `hL : L * Lᵀ = T • H⁻¹`, and concludes three things: the excess cost is integrable, its mean is $nT/2$, and the variance formula holds for all `x`. Integrability is stated separately because Lean assigns the integral zero to a non-integrable function. The theorem also allows an empty parameter set, whereas the choice $T=2C_0/n$ requires `Nonempty n`.

The means are exact ensemble means, not averages over finitely many draws. Anharmonic costs and nonlinear predictions are not treated, and nothing is said about whether the spread matches a model's true errors. A suitable $L$ is assumed, with one explicit example supplied.

```lean
import Mathlib

open MeasureTheory ProbabilityTheory Matrix

namespace ErrorEstimationEnsemble

noncomputable section

variable {Ω m n : Type*} [MeasurableSpace Ω] {μ : Measure Ω}
  [Fintype m] [DecidableEq m] [Fintype n]

/-- White noise: square-integrable components with zero mean and identity covariance. -/
structure IsWhite (μ : Measure Ω) (z : Ω → m → ℝ) : Prop where
  memLp : ∀ i, MemLp (fun ω => z ω i) 2 μ
  mean : ∀ i, ∫ ω, z ω i ∂μ = 0
  cov : ∀ i j, ∫ ω, z ω i * z ω j ∂μ = if i = j then 1 else 0

/-- The quadratic cost with value `C0` at the best fit `a0` and Hessian `H`. -/
def cost (C0 : ℝ) (a0 : n → ℝ) (H : Matrix n n ℝ) (a : n → ℝ) : ℝ :=
  C0 + 1 / 2 * ((a - a0) ⬝ᵥ H *ᵥ (a - a0))

/-- The ensemble member `a0 + L y` obtained from the noise vector `y`. -/
def member (a0 : n → ℝ) (L : Matrix n m ℝ) (y : m → ℝ) : n → ℝ :=
  a0 + L *ᵥ y

/-- A quadratic form in white noise is integrable, and its mean is the trace of its matrix. -/
theorem IsWhite.quadratic {z : Ω → m → ℝ} (hz : IsWhite μ z) (A : Matrix m m ℝ) :
    Integrable (fun ω => z ω ⬝ᵥ A *ᵥ z ω) μ ∧
      ∫ ω, z ω ⬝ᵥ A *ᵥ z ω ∂μ = A.trace := by
  have hint : ∀ i j, Integrable (fun ω => A i j * (z ω i * z ω j)) μ := fun i j =>
    ((hz.memLp i).integrable_mul (hz.memLp j)).const_mul _
  have hexp : (fun ω => z ω ⬝ᵥ A *ᵥ z ω) =
      fun ω => ∑ i, ∑ j, A i j * (z ω i * z ω j) := by
    funext ω
    simp only [dotProduct, Matrix.mulVec, Finset.mul_sum]
    exact Finset.sum_congr rfl fun i _ => Finset.sum_congr rfl fun j _ => by ring
  rw [hexp]
  refine ⟨integrable_finsetSum _ fun i _ => integrable_finsetSum _ fun j _ => hint i j, ?_⟩
  rw [integral_finsetSum _ fun i _ => integrable_finsetSum _ fun j _ => hint i j]
  -- the identity covariance keeps only the diagonal entries
  have hrow : ∀ i, ∫ ω, ∑ j, A i j * (z ω i * z ω j) ∂μ = A i i := by
    intro i
    rw [integral_finsetSum _ fun j _ => hint i j]
    simp [integral_const_mul, hz.cov]
  simp [hrow, Matrix.trace]

/-- A linear prediction `x · a` is square integrable over the ensemble, and its mean is the
best-fit prediction `x · a0`. -/
theorem mean_prediction [IsProbabilityMeasure μ] {z : Ω → m → ℝ} (hz : IsWhite μ z)
    (a0 : n → ℝ) (L : Matrix n m ℝ) (x : n → ℝ) :
    MemLp (fun ω => x ⬝ᵥ member a0 L (z ω)) 2 μ ∧
      ∫ ω, x ⬝ᵥ member a0 L (z ω) ∂μ = x ⬝ᵥ a0 := by
  -- a constant plus a linear combination of the noise components
  have hlin : ∀ (c : ℝ) (w : m → ℝ), MemLp (fun ω => c + ∑ i, w i * z ω i) 2 μ ∧
      ∫ ω, (c + ∑ i, w i * z ω i) ∂μ = c := by
    intro c w
    have hsum : ∀ s : Finset m, MemLp (fun ω => ∑ i ∈ s, w i * z ω i) 2 μ := by
      intro s
      induction s using Finset.induction_on with
      | empty =>
        simp only [Finset.sum_empty]
        exact memLp_const 0
      | insert a s ha ih =>
        simp only [Finset.sum_insert ha]
        exact ((hz.memLp a).const_mul (w a)).add ih
    have hc : MemLp (fun _ : Ω => c) 2 μ := memLp_const c
    have hterm : ∀ i, Integrable (fun ω => w i * z ω i) μ := fun i =>
      ((hz.memLp i).integrable one_le_two).const_mul (w i)
    refine ⟨hc.add (hsum Finset.univ), ?_⟩
    rw [integral_add (integrable_const c) (integrable_finsetSum _ fun i _ => hterm i),
      integral_finsetSum _ fun i _ => hterm i]
    simp [integral_const_mul, hz.mean]
  have hexp : (fun ω => x ⬝ᵥ member a0 L (z ω)) =
      fun ω => x ⬝ᵥ a0 + ∑ i, (x ᵥ* L) i * z ω i := by
    funext ω
    rw [member, dotProduct_add, Matrix.dotProduct_mulVec]
    simp only [dotProduct]
  rw [hexp]
  exact hlin (x ⬝ᵥ a0) (x ᵥ* L)

/-- The ensemble variance of a linear prediction `x · a` is `x · (L Lᵀ) x`. -/
theorem variance_prediction [IsProbabilityMeasure μ] {z : Ω → m → ℝ} (hz : IsWhite μ z)
    (a0 : n → ℝ) (L : Matrix n m ℝ) (x : n → ℝ) :
    variance (fun ω => x ⬝ᵥ member a0 L (z ω)) μ = x ⬝ᵥ (L * Lᵀ) *ᵥ x := by
  obtain ⟨hmem, hmean⟩ := mean_prediction hz a0 L x
  rw [variance_eq_integral hmem.aestronglyMeasurable.aemeasurable, hmean]
  -- the squared fluctuation is a quadratic form of rank one in the noise
  have hsq : ∀ y : m → ℝ, (x ⬝ᵥ member a0 L y - x ⬝ᵥ a0) ^ 2 =
      y ⬝ᵥ vecMulVec (x ᵥ* L) (x ᵥ* L) *ᵥ y := by
    intro y
    rw [member, dotProduct_add, add_sub_cancel_left, Matrix.dotProduct_mulVec, sq]
    generalize x ᵥ* L = w
    simp only [dotProduct, Matrix.mulVec, Matrix.vecMulVec_apply]
    rw [Finset.sum_mul_sum]
    refine Finset.sum_congr rfl fun i _ => ?_
    rw [Finset.mul_sum]
    exact Finset.sum_congr rfl fun j _ => by ring
  simp_rw [hsq]
  rw [(hz.quadratic _).2, ← Matrix.mulVec_mulVec, Matrix.dotProduct_mulVec,
    Matrix.mulVec_transpose]
  simp only [Matrix.trace, Matrix.diag_apply, Matrix.vecMulVec_apply, dotProduct]

variable [DecidableEq n]

/-- For `L Lᵀ = T H⁻¹` the excess cost is integrable with mean `n T / 2`, and every linear
prediction `x · a` has variance `T x · H⁻¹ x`. -/
theorem ensemble_statistics [IsProbabilityMeasure μ] {z : Ω → m → ℝ} (hz : IsWhite μ z)
    (C0 T : ℝ) (a0 : n → ℝ) {H : Matrix n n ℝ} (hH : H.PosDef) {L : Matrix n m ℝ}
    (hL : L * Lᵀ = T • H⁻¹) :
    Integrable (fun ω => cost C0 a0 H (member a0 L (z ω)) - C0) μ ∧
    ∫ ω, (cost C0 a0 H (member a0 L (z ω)) - C0) ∂μ = Fintype.card n * T / 2 ∧
    ∀ x : n → ℝ, variance (fun ω => x ⬝ᵥ member a0 L (z ω)) μ =
      T * (x ⬝ᵥ H⁻¹ *ᵥ x) := by
  have hcost : ∀ y : m → ℝ, cost C0 a0 H (member a0 L y) - C0 =
      1 / 2 * (y ⬝ᵥ (Lᵀ * H * L) *ᵥ y) := by
    intro y
    have h : y ⬝ᵥ (Lᵀ * H * L) *ᵥ y = (L *ᵥ y) ⬝ᵥ H *ᵥ (L *ᵥ y) := by
      rw [← Matrix.mulVec_mulVec, ← Matrix.mulVec_mulVec, Matrix.dotProduct_mulVec y,
        Matrix.vecMul_transpose]
    rw [h, cost, member, add_sub_cancel_left, add_sub_cancel_left]
  -- the Hessian cancels against the covariance under the trace
  have htr : (Lᵀ * H * L).trace = T * Fintype.card n := by
    rw [Matrix.trace_mul_cycle, hL, Matrix.smul_mul,
      Matrix.nonsing_inv_mul H hH.det_pos.ne'.isUnit, Matrix.trace_smul, Matrix.trace_one,
      smul_eq_mul]
  simp_rw [hcost]
  refine ⟨(hz.quadratic _).1.const_mul _, ?_, fun x => ?_⟩
  · rw [integral_const_mul, (hz.quadratic _).2, htr]
    ring
  · rw [variance_prediction hz, hL, Matrix.smul_mulVec, dotProduct_smul, smul_eq_mul]

/-- At the temperature `T = 2 C0 / n` the mean excess cost equals the best-fit cost `C0`. -/
theorem mean_excess_at_natural_temperature [IsProbabilityMeasure μ] [Nonempty n]
    {z : Ω → m → ℝ} (hz : IsWhite μ z) (C0 : ℝ) (a0 : n → ℝ) {H : Matrix n n ℝ}
    (hH : H.PosDef) {L : Matrix n m ℝ}
    (hL : L * Lᵀ = (2 * C0 / Fintype.card n) • H⁻¹) :
    ∫ ω, (cost C0 a0 H (member a0 L (z ω)) - C0) ∂μ = C0 := by
  rw [(ensemble_statistics hz C0 _ a0 hH hL).2.1]
  have hn : (Fintype.card n : ℝ) ≠ 0 := Nat.cast_ne_zero.mpr Fintype.card_ne_zero
  field_simp

/-- If every linear prediction `x · a` has variance `T x · H⁻¹ x`, then `L Lᵀ = T H⁻¹`. -/
theorem covariance_of_variances [IsProbabilityMeasure μ] {z : Ω → m → ℝ}
    (hz : IsWhite μ z) (T : ℝ) (a0 : n → ℝ) {H : Matrix n n ℝ} (hH : H.PosDef)
    {L : Matrix n m ℝ}
    (hvar : ∀ x : n → ℝ, variance (fun ω => x ⬝ᵥ member a0 L (z ω)) μ =
      T * (x ⬝ᵥ H⁻¹ *ᵥ x)) :
    L * Lᵀ = T • H⁻¹ := by
  have hHt : Hᵀ = H := by
    rw [← Matrix.conjTranspose_eq_transpose_of_trivial]
    exact hH.isHermitian.eq
  have hA : (L * Lᵀ)ᵀ = L * Lᵀ := by
    rw [Matrix.transpose_mul, Matrix.transpose_transpose]
  have hB : (H⁻¹)ᵀ = H⁻¹ := by rw [Matrix.transpose_nonsing_inv, hHt]
  simp_rw [variance_prediction hz] at hvar
  generalize L * Lᵀ = A at hA hvar ⊢
  generalize H⁻¹ = B at hB hvar ⊢
  ext i j
  -- polarisation with the unit vectors along i and j
  have hij := hvar (Pi.single i 1 + Pi.single j 1)
  have hi := hvar (Pi.single i 1)
  have hj := hvar (Pi.single j 1)
  simp only [Matrix.mulVec_add, add_dotProduct, dotProduct_add, single_one_dotProduct,
    Matrix.mulVec_single_one, Matrix.col_apply] at hij hi hj
  have sA : A j i = A i j := congrFun (congrFun hA i) j
  have sB : B j i = B i j := congrFun (congrFun hB i) j
  rw [sA, sB] at hij
  rw [Matrix.smul_apply, smul_eq_mul]
  linarith

/-- The four sign vectors in the plane. -/
def signs : Fin 4 → Fin 2 → ℝ := ![![1, 1], ![1, -1], ![-1, 1], ![-1, -1]]

/-- Four equally likely sign vectors are white noise, and an explicit non-diagonal Hessian and
factor `L` satisfy `L Lᵀ = T H⁻¹` with `T = 4`. -/
theorem ensemble_witness :
    IsWhite (PMF.uniformOfFintype (Fin 4)).toMeasure signs ∧
    (!![2, 1; 1, 1] : Matrix (Fin 2) (Fin 2) ℝ).PosDef ∧
    (!![2, 0; -2, 2] : Matrix (Fin 2) (Fin 2) ℝ) * !![2, 0; -2, 2]ᵀ =
      (4 : ℝ) • (!![2, 1; 1, 1] : Matrix (Fin 2) (Fin 2) ℝ)⁻¹ := by
  obtain ⟨s00, s01, s10, s11, s20, s21, s30, s31⟩ :
      signs 0 0 = 1 ∧ signs 0 1 = 1 ∧ signs 1 0 = 1 ∧ signs 1 1 = -1 ∧
      signs 2 0 = -1 ∧ signs 2 1 = 1 ∧ signs 3 0 = -1 ∧ signs 3 1 = -1 :=
    ⟨rfl, rfl, rfl, rfl, rfl, rfl, rfl, rfl⟩
  refine ⟨⟨fun i => MemLp.of_discrete, fun i => ?_, fun i j => ?_⟩, ?_, ?_⟩
  · rw [PMF.integral_eq_sum]
    fin_cases i <;>
      norm_num [Fin.sum_univ_four, s00, s01, s10, s11, s20, s21, s30, s31]
  · rw [PMF.integral_eq_sum]
    fin_cases i <;> fin_cases j <;>
      norm_num [Fin.sum_univ_four, s00, s01, s10, s11, s20, s21, s30, s31]
  · refine Matrix.posDef_iff_dotProduct_mulVec.mpr ⟨Matrix.IsHermitian.ext fun i j => by
      fin_cases i <;> fin_cases j <;> simp, fun x hx => ?_⟩
    have e : star x ⬝ᵥ (!![2, 1; 1, 1] : Matrix (Fin 2) (Fin 2) ℝ) *ᵥ x =
        x 0 ^ 2 + (x 0 + x 1) ^ 2 := by
      simp [dotProduct, Matrix.mulVec, Fin.sum_univ_two]
      ring
    rw [e]
    by_contra h
    have h' := not_lt.mp h
    have h0 : x 0 = 0 := pow_eq_zero_iff two_ne_zero |>.mp
      (by linarith [sq_nonneg (x 0), sq_nonneg (x 0 + x 1)])
    have h1 : x 0 + x 1 = 0 := pow_eq_zero_iff two_ne_zero |>.mp
      (by linarith [sq_nonneg (x 0), sq_nonneg (x 0 + x 1)])
    apply hx
    ext i
    fin_cases i
    · exact h0
    · change x 1 = 0
      linarith
  · have hinv : (!![2, 1; 1, 1] : Matrix (Fin 2) (Fin 2) ℝ)⁻¹ = !![1, -1; -1, 2] :=
      Matrix.inv_eq_right_inv (by
        ext i j
        fin_cases i <;> fin_cases j <;> norm_num [Matrix.mul_apply, Fin.sum_univ_two])
    rw [hinv]
    ext i j
    fin_cases i <;> fin_cases j <;> norm_num [Matrix.mul_apply, Fin.sum_univ_two]

end

end ErrorEstimationEnsemble
```

```lean
#print axioms ErrorEstimationEnsemble.mean_excess_at_natural_temperature
#print axioms ErrorEstimationEnsemble.covariance_of_variances
```

```
'ErrorEstimationEnsemble.mean_excess_at_natural_temperature' depends on axioms: [propext, Classical.choice, Quot.sound]
'ErrorEstimationEnsemble.covariance_of_variances' depends on axioms: [propext, Classical.choice, Quot.sound]
```

## How the averages are assembled

`IsWhite.quadratic` proves the trace identity. Its step `hint` obtains integrability of each term from the square integrability of the two factors, `hexp` expands the quadratic form into a double sum, and `hrow` uses the covariance to retain the diagonal entry of each row.

`mean_prediction` writes a prediction as a constant plus a linear combination of noise components. Induction over finite sets shows that the combination is square integrable, and the zero means leave only the constant. `variance_prediction` then writes the squared fluctuation with `vecMulVec`, Lean's form of $ww^{\mathsf T}$, and applies the trace identity.

In `ensemble_statistics`, `hcost` rewrites the excess cost as half the quadratic form of $L^{\mathsf T}HL$, and `htr` evaluates the trace. The variance follows by substituting `hL` into the preceding theorem. `mean_excess_at_natural_temperature` inserts $T=2C_0/n$ and cancels $n$.

`covariance_of_variances` carries out the polarisation: it evaluates the hypothesis at `Pi.single i 1`, `Pi.single j 1` and their sum, uses symmetry, and leaves the linear combination to `linarith`.

`ensemble_witness` takes four equally likely sign vectors in the plane, a non-diagonal $H$ and $T=4$. It checks the moments by finite sums, obtains positivity from $x^{\mathsf T}Hx=x_0^2+(x_0+x_1)^2$, and verifies the matrix equation entry by entry.

## Cyclicity across two index types

The cost calculation turns on `Matrix.trace_mul_cycle`, which states $\operatorname{tr}(ABC)=\operatorname{tr}(CAB)$ for rectangular matrices of compatible shapes. Here it carries a trace over the noise index `m` to a trace over the parameter index `n`. This is why the answer contains the number of parameters and not the number of noise components. For $T>0$ there must be at least as many noise components as parameters, because $TH^{-1}$ has full rank.

The order of the factors also matters to the rewriting. After the cycle the product reads `L * Lᵀ * H`, which Lean groups as `(L * Lᵀ) * H`. The left side of `hL` therefore appears literally and can be replaced at once. `Matrix.nonsing_inv_mul` then cancels $H^{-1}H$, using the positive determinant supplied by `hH`, and the trace of the identity gives $n$.
